# After $m$ rounds, Richardson extrapolation is exact when the error is a finite sum of the powers $h^p, h^{2p}, \dots, h^{mp}$

An energy is computed on a grid of spacing $h$, and the value $A_0$ at zero spacing is wanted. Suppose that the error is a single power, $A(h) = A_0 + c\,h^p$, with $c$ unknown and $p$ known. A second run at spacing $rh$, with $0<r<1$, gives $A(rh) = A_0 + c\,r^p h^p$. Subtracting $r^p$ times the first equation from the second removes $c$:

$$A(rh) - r^p A(h) = (1-r^p)\,A_0 .$$

Division by $1-r^p$ gives $A_0$. For $p=2$ and $r=1/2$ this is the combination $\tfrac13\,(4A(h/2) - A(h))$.

With $m$ error terms,

$$A(x) = A_0 + \sum_{k=1}^m c_k\,x^{kp},$$

the same step is repeated on the samples $A(x_j)$ with $x_j = h r^j$. Put $T_{0,j} = A(x_j)$ and

$$T_{n+1,j} = \frac{T_{n,j+1} - r^{(n+1)p}\,T_{n,j}}{1-r^{(n+1)p}} .$$

Each round removes one power, so after $m$ rounds $A_0$ is left.

```lean
import Mathlib

open Finset

namespace RichardsonTableau

noncomputable section
```

The expansion is `stepSeries`. The coefficients are a function `c : ℕ → ℝ`, of which only the values at $1,\dots,m$ enter.

```lean
/-- The finite expansion `A0 + ∑ c k * x ^ (k p)`, `k = 1, ..., m`, of a computed quantity
in the step `x`. -/
def stepSeries (p m : ℕ) (A0 : ℝ) (c : ℕ → ℝ) (x : ℝ) : ℝ :=
  A0 + ∑ k ∈ Icc 1 m, c k * x ^ (k * p)
```

The entry $T_{n,j}$ is `tableau r p A h n j`. Here `A` is any real function of the step. The index $j$ labels the coarsest sample that an entry uses, whereas many textbook tables label by the finest.

```lean
/-- The Richardson tableau: column `0` holds the data `A (h r ^ j)`, and each round combines
two neighbouring entries. Its domain is `r ^ ((n + 1) p) ≠ 1` for every round `n + 1` used. -/
def tableau (r : ℝ) (p : ℕ) (A : ℝ → ℝ) (h : ℝ) : ℕ → ℕ → ℝ
  | 0, j => A (h * r ^ j)
  | n + 1, j =>
      (tableau r p A h n (j + 1) - r ^ ((n + 1) * p) * tableau r p A h n j)
        / (1 - r ^ ((n + 1) * p))
```

The third definition is the factor that $n$ rounds put in front of the $k$-th error term:

$$D_n(k) = \prod_{i=0}^{n-1} \frac{r^{kp}-r^{(i+1)p}}{1-r^{(i+1)p}} .$$

The index starts at $0$, as in the code; the comments in the file number the same factors from $1$. The name `damping` is not a standard one, and the factor can exceed $1$ in size: for $r=0.9$, $p=1$, $n=1$, $k=3$ it is $-1.71$.

```lean
/-- The product of the factors `(r ^ (k p) - r ^ (i p)) / (1 - r ^ (i p))` over the rounds
`i = 1, ..., n`. Its domain is `r ^ (i p) ≠ 1` for these `i`. -/
def damping (r : ℝ) (p n k : ℕ) : ℝ :=
  ∏ i ∈ range n, (r ^ (k * p) - r ^ ((i + 1) * p)) / (1 - r ^ ((i + 1) * p))
```

## A refinement ratio $0<r<1$ and an order $p\ge1$

The ratio `r` says how much finer each run is than the one before, and `p` is the spacing of the error exponents. The derivation by hand uses both when it divides by $1-r^{(i+1)p}$. Since $(i+1)p\ge1$, the power is below $1$ and the denominator is positive. `denominator_pos` proves this, and the later proofs call it wherever they clear a fraction.

```lean
/-- For a ratio `0 < r < 1` and `p ≥ 1` the denominators of the recursion are positive. -/
theorem denominator_pos {r : ℝ} {p : ℕ} (hr0 : 0 < r) (hr1 : r < 1) (hp : 1 ≤ p) (i : ℕ) :
    0 < 1 - r ^ ((i + 1) * p) := by
  have hne : (i + 1) * p ≠ 0 := Nat.mul_ne_zero (by omega) (by omega)
  exact sub_pos.mpr (pow_lt_one₀ hr0.le hr1 hne)
```

If $r=1$, all samples are the same number. If $p=0$, every error term is a constant and can't be told apart from $A_0$. In both cases the denominators vanish, and for $m\ge1$ the data don't determine $A_0$. Both examples violate the condition $r^{(i+1)p}\neq1$, under which the recursion is defined. Lean sets division by zero to zero, so every round of the recursion would then return $0$.

## A positive step $h$

The number `h` is the coarsest step at which the calculation is run. The expansion is assumed only for $0<x\le h$, because no run has step zero and a coarser run may lie outside the range where the expansion is valid. The derivation replaces each $A(x_j)$ by its expansion, so every $x_j$ must lie in this interval. `sample_mem` shows that it does, from $h>0$ and $0<r<1$.

```lean
/-- For `h > 0` and `0 < r < 1` all sampled steps `h r ^ j` are positive and at most `h`. -/
theorem sample_mem {r h : ℝ} (hr0 : 0 < r) (hr1 : r < 1) (hh : 0 < h) (j : ℕ) :
    0 < h * r ^ j ∧ h * r ^ j ≤ h :=
  ⟨mul_pos hh (pow_pos hr0 j),
    mul_le_of_le_one_right hh.le (pow_le_one₀ hr0.le hr1.le)⟩
```

With $h\le0$ the interval is empty, the assumption on $A$ says nothing, and the samples are arbitrary.

## An error made of finitely many powers of $h^p$

The hypothesis `hA` states that $A$ equals its expansion on $(0,h]$. Physically, the method has a regular error with known exponents and unknown coefficients. This is assumed here; for a given discretisation it has to come from a separate analysis, and that is the step from the model to a real calculation.

By hand, the claim is that

$$T_{n,j} = A_0 + \sum_{k=1}^m D_n(k)\,c_k\,x_j^{kp}.$$

For $n=0$ the product $D_0(k)$ is empty and equals $1$, so this is the expansion itself. For the next round, use $x_{j+1} = r x_j$, hence $x_{j+1}^{kp} = r^{kp}x_j^{kp}$:

$$T_{n+1,j} = \frac{(1-r^{(n+1)p})A_0 + \sum_k D_n(k)\,\bigl(r^{kp}-r^{(n+1)p}\bigr)\,c_k\,x_j^{kp}}{1-r^{(n+1)p}} .$$

The constant $A_0$ is unchanged, and each error term gains exactly the new factor of $D_{n+1}(k)$.

```lean
/-- Error formula: if `A` has the finite expansion on `(0, h]`, with `h > 0`, `0 < r < 1` and
`p ≥ 1`, then `n` rounds multiply the `k`-th error term by `damping r p n k`. -/
theorem tableau_expansion {r h A0 : ℝ} {p m : ℕ} {c : ℕ → ℝ} {A : ℝ → ℝ}
    (hr0 : 0 < r) (hr1 : r < 1) (hp : 1 ≤ p) (hh : 0 < h)
    (hA : ∀ x, 0 < x → x ≤ h → A x = stepSeries p m A0 c x) (n j : ℕ) :
    tableau r p A h n j =
      A0 + ∑ k ∈ Icc 1 m, damping r p n k * (c k * (h * r ^ j) ^ (k * p)) := by
  induction n generalizing j with
  | zero =>
    obtain ⟨h1, h2⟩ := sample_mem hr0 hr1 hh j
    simp only [tableau]
    rw [hA _ h1 h2]
    simp [stepSeries, damping]
  | succ n ih =>
    have hne := (denominator_pos hr0 hr1 hp n).ne'
    -- one round acts on each power of the step separately
    have key : (∑ k ∈ Icc 1 m, damping r p (n + 1) k * (c k * (h * r ^ j) ^ (k * p)))
          * (1 - r ^ ((n + 1) * p))
        = (∑ k ∈ Icc 1 m, damping r p n k * (c k * (h * r ^ (j + 1)) ^ (k * p)))
          - r ^ ((n + 1) * p)
            * ∑ k ∈ Icc 1 m, damping r p n k * (c k * (h * r ^ j) ^ (k * p)) := by
      rw [Finset.sum_mul, Finset.mul_sum, ← Finset.sum_sub_distrib]
      refine Finset.sum_congr rfl fun k _ => ?_
      have hX : (h * r ^ (j + 1)) ^ (k * p) = r ^ (k * p) * (h * r ^ j) ^ (k * p) := by
        rw [← mul_pow]
        congr 1
        ring
      have hD : damping r p (n + 1) k * (1 - r ^ ((n + 1) * p))
          = damping r p n k * (r ^ (k * p) - r ^ ((n + 1) * p)) := by
        unfold damping
        rw [Finset.prod_range_succ, mul_assoc, div_mul_cancel₀ _ hne]
      rw [hX]
      linear_combination (c k * (h * r ^ j) ^ (k * p)) * hD
    simp only [tableau]
    rw [ih (j + 1), ih j, div_eq_iff hne]
    linear_combination -key
```

In the Lean proof `hX` is the relation between neighbouring steps and `hD` is the new factor, with its denominator cleared. The equation `key` collects them over all $k$, and `linear_combination` checks the remaining algebra.

The device that makes this induction work is `induction n generalizing j`. The entry $T_{n+1,j}$ depends on $T_{n,j}$ and also on its neighbour $T_{n,j+1}$. A plain induction on `n` would fix `j` and supply the formula for $T_{n,j}$ alone. With `generalizing j`, the induction hypothesis `ih` is a statement for every row, and the proof applies it twice, as `ih (j + 1)` and `ih j`. The quantities `r`, `h`, `A` and `c` stay fixed, since the recursion never changes them.

If the error contains a power that is not a multiple of $p$, the recursion doesn't remove it. Take $p=2$ and an extra term $b\,x$ with $b\neq0$: each round multiplies it by $(r-r^{2(i+1)})/(1-r^{2(i+1)})$, which is never zero.

## At least as many rounds as error terms

The hypothesis `hmn : m ≤ n` says that enough refined runs have been made: an entry after $n$ rounds needs $n+1$ samples. For $1\le k\le n$, the product $D_n(k)$ contains the factor with $i=k-1$, whose numerator is $r^{kp}-r^{kp}=0$.

```lean
/-- After `n` rounds the damping factors of the orders `k = 1, ..., n` are zero. -/
theorem damping_eq_zero (r : ℝ) (p : ℕ) {n k : ℕ} (hk : 1 ≤ k) (hkn : k ≤ n) :
    damping r p n k = 0 := by
  unfold damping
  refine Finset.prod_eq_zero (i := k - 1) (Finset.mem_range.mpr (by omega)) ?_
  rw [Nat.sub_add_cancel hk, sub_self, zero_div]
```

If $n\ge m$, this applies to every term in the error formula, and $T_{n,j}=A_0$ for every row $j$. That is `richardson_exact`. The case $n=m$, $j=0$ uses the runs at $h, hr, \dots, hr^m$. For $m=0$ there is no error term, and the data are already $A_0$.

```lean
/-- Exactness of the Richardson tableau: if `A` has an expansion with `m` error terms on
`(0, h]`, with `h > 0`, `0 < r < 1` and `p ≥ 1`, then `m` or more rounds return `A0`. -/
theorem richardson_exact {r h A0 : ℝ} {p m n : ℕ} {c : ℕ → ℝ} {A : ℝ → ℝ}
    (hr0 : 0 < r) (hr1 : r < 1) (hp : 1 ≤ p) (hh : 0 < h)
    (hA : ∀ x, 0 < x → x ≤ h → A x = stepSeries p m A0 c x) (hmn : m ≤ n) (j : ℕ) :
    tableau r p A h n j = A0 := by
  rw [tableau_expansion hr0 hr1 hp hh hA, Finset.sum_eq_zero, add_zero]
  intro k hk
  obtain ⟨h1, h2⟩ := Finset.mem_Icc.mp hk
  rw [damping_eq_zero r p h1 (h2.trans hmn), zero_mul]
```

With one round too few, exactly one term can survive. Let the expansion have $m+1$ terms and do $m$ rounds. The numerators of $D_m(m+1)$ factor as

$$r^{(m+1)p}-r^{(i+1)p} = -r^{(i+1)p}\bigl(1-r^{(m-i)p}\bigr).$$

As $i$ runs from $0$ to $m-1$, the number $m-i$ runs through $m,\dots,1$, which are the values of $i+1$ in reverse. The brackets therefore cancel the denominators, and

$$D_m(m+1) = \prod_{i=0}^{m-1}\bigl(-r^{(i+1)p}\bigr) = (-1)^m\,r^{p\,m(m+1)/2}.$$

In `damping_next` the reversal is `Finset.prod_range_reflect`.

```lean
/-- For `0 < r < 1` and `p ≥ 1`, the damping factor of order `m + 1` after `m` rounds is the
product of `-r ^ (i p)` over `i = 1, ..., m`. -/
theorem damping_next {r : ℝ} {p : ℕ} (hr0 : 0 < r) (hr1 : r < 1) (hp : 1 ≤ p) (m : ℕ) :
    damping r p m (m + 1) = ∏ i ∈ range m, (-r ^ ((i + 1) * p)) := by
  -- the denominators, read in reverse order, cancel the numerators
  have hrefl : ∏ i ∈ range m, (1 - r ^ ((m - i) * p))
      = ∏ i ∈ range m, (1 - r ^ ((i + 1) * p)) := by
    refine Eq.trans (Finset.prod_congr rfl ?_)
      (Finset.prod_range_reflect (fun i => 1 - r ^ ((i + 1) * p)) m)
    intro i hi
    have hi' := Finset.mem_range.mp hi
    have e : m - 1 - i + 1 = m - i := by omega
    simp only [e]
  have hne : ∏ i ∈ range m, (1 - r ^ ((i + 1) * p)) ≠ 0 :=
    Finset.prod_ne_zero_iff.mpr fun i _ => (denominator_pos hr0 hr1 hp i).ne'
  unfold damping
  rw [Finset.prod_div_distrib, div_eq_iff hne, ← hrefl, ← Finset.prod_mul_distrib]
  refine Finset.prod_congr rfl fun i hi => ?_
  have hi' := Finset.mem_range.mp hi
  have e : (m + 1) * p = (i + 1) * p + (m - i) * p := by
    rw [← add_mul]
    congr 1
    omega
  rw [e, pow_add]
  ring
```

The remaining error is $D_m(m+1)\,c_{m+1}\,x_j^{(m+1)p}$. Its first and last factors are nonzero because $r>0$ and $h>0$, so the result equals $A_0$ if and only if $c_{m+1}=0$. In the proof, the equation `e` isolates this last term, and `hP` and `hX` are the two nonzero factors.

```lean
/-- Sharpness: if `A` has an expansion with `m + 1` error terms on `(0, h]`, with `h > 0`,
`0 < r < 1` and `p ≥ 1`, then `m` rounds return `A0` exactly when `c (m + 1) = 0`. -/
theorem exact_iff_last_coeff_zero {r h A0 : ℝ} {p m : ℕ} {c : ℕ → ℝ} {A : ℝ → ℝ}
    (hr0 : 0 < r) (hr1 : r < 1) (hp : 1 ≤ p) (hh : 0 < h)
    (hA : ∀ x, 0 < x → x ≤ h → A x = stepSeries p (m + 1) A0 c x) (j : ℕ) :
    tableau r p A h m j = A0 ↔ c (m + 1) = 0 := by
  have hP : damping r p m (m + 1) ≠ 0 := by
    rw [damping_next hr0 hr1 hp]
    exact Finset.prod_ne_zero_iff.mpr fun i _ => neg_ne_zero.mpr (pow_ne_zero _ hr0.ne')
  have hX : (h * r ^ j) ^ ((m + 1) * p) ≠ 0 :=
    pow_ne_zero _ (sample_mem hr0 hr1 hh j).1.ne'
  -- only the last error term survives
  have e : tableau r p A h m j
      = A0 + damping r p m (m + 1) * (c (m + 1) * (h * r ^ j) ^ ((m + 1) * p)) := by
    rw [tableau_expansion hr0 hr1 hp hh hA, Finset.sum_Icc_succ_top (by omega),
      Finset.sum_eq_zero, zero_add]
    intro k hk
    obtain ⟨h1, h2⟩ := Finset.mem_Icc.mp hk
    rw [damping_eq_zero r p h1 h2, zero_mul]
  rw [e, add_eq_left]
  constructor
  · intro h0
    exact ((mul_eq_zero.mp h0).resolve_left hP |> mul_eq_zero.mp).resolve_right hX
  · intro h0
    rw [h0, zero_mul, mul_zero]
```

## Data within $\varepsilon$ of the expansion

Computed energies can deviate from a finite expansion through convergence thresholds, the neglected tail of the error series or, in stochastic methods, sampling noise. Such noise is covered only as long as it stays within the assumed bound. The last theorem replaces equality in `hA` by a deviation of at most `ε` on $(0,h]$.

By hand, compare the tableaux of two functions $A$ and $B$ that differ by at most $\varepsilon$, and call the difference of their entries $\delta_{n,j}$. The recursion is linear, so with $q=r^{(n+1)p}$,

$$|\delta_{n+1,j}| = \frac{|\delta_{n,j+1}-q\,\delta_{n,j}|}{1-q} \le \frac{|\delta_{n,j+1}|+q\,|\delta_{n,j}|}{1-q}.$$

If both entries on the right are bounded by $K_n\varepsilon$, the new one is bounded by $K_n\varepsilon\,(1+q)/(1-q)$. Starting from $K_0=1$,

$$K_n = \prod_{i=0}^{n-1}\frac{1+r^{(i+1)p}}{1-r^{(i+1)p}} .$$

`tableau_stable` is this induction, again over all rows at once. The triangle inequality is `h4`, and the `calc` block inserts the two bounds.

```lean
/-- Stability: if `A` and `B` differ by at most `ε` on `(0, h]`, with `h > 0`, `0 < r < 1` and
`p ≥ 1`, their tableaux differ after `n` rounds by at most `ε` times the product of
`(1 + r ^ (i p)) / (1 - r ^ (i p))` over `i = 1, ..., n`. -/
theorem tableau_stable {r h ε : ℝ} {p : ℕ} {A B : ℝ → ℝ}
    (hr0 : 0 < r) (hr1 : r < 1) (hp : 1 ≤ p) (hh : 0 < h)
    (hAB : ∀ x, 0 < x → x ≤ h → |A x - B x| ≤ ε) (n j : ℕ) :
    |tableau r p A h n j - tableau r p B h n j| ≤
      (∏ i ∈ range n, (1 + r ^ ((i + 1) * p)) / (1 - r ^ ((i + 1) * p))) * ε := by
  induction n generalizing j with
  | zero =>
    obtain ⟨h1, h2⟩ := sample_mem hr0 hr1 hh j
    simpa [tableau] using hAB _ h1 h2
  | succ n ih =>
    have hd := denominator_pos hr0 hr1 hp n
    have hq : 0 ≤ r ^ ((n + 1) * p) := pow_nonneg hr0.le _
    have e : tableau r p A h (n + 1) j - tableau r p B h (n + 1) j
        = ((tableau r p A h n (j + 1) - tableau r p B h n (j + 1))
          - r ^ ((n + 1) * p) * (tableau r p A h n j - tableau r p B h n j))
          / (1 - r ^ ((n + 1) * p)) := by
      simp only [tableau]
      ring
    rw [e, abs_div, abs_of_pos hd, div_le_iff₀ hd, Finset.prod_range_succ]
    have h3 := div_mul_cancel₀ (1 + r ^ ((n + 1) * p)) hd.ne'
    -- triangle inequality for the two neighbouring entries
    have h4 := abs_sub (tableau r p A h n (j + 1) - tableau r p B h n (j + 1))
      (r ^ ((n + 1) * p) * (tableau r p A h n j - tableau r p B h n j))
    rw [abs_mul, abs_of_nonneg hq] at h4
    have h5 := mul_le_mul_of_nonneg_left (ih j) hq
    calc _ ≤ _ := h4
      _ ≤ _ := add_le_add (ih (j + 1)) h5
      _ = _ := by
        rw [mul_right_comm _ _ ε, mul_assoc _ _ (1 - r ^ ((n + 1) * p)), h3]
        ring
```

Now take $B$ to be the expansion itself. Its tableau gives $A_0$ after $m$ rounds by `richardson_exact`, so the result from the noisy data lies within $K_m\varepsilon$ of $A_0$.

```lean
/-- Noisy data: if `A` deviates by at most `ε` on `(0, h]` from an expansion with `m` error
terms, with `h > 0`, `0 < r < 1` and `p ≥ 1`, then `m` rounds return `A0` up to `ε` times the
product of `(1 + r ^ (i p)) / (1 - r ^ (i p))` over `i = 1, ..., m`. -/
theorem richardson_noisy {r h A0 ε : ℝ} {p m : ℕ} {c : ℕ → ℝ} {A : ℝ → ℝ}
    (hr0 : 0 < r) (hr1 : r < 1) (hp : 1 ≤ p) (hh : 0 < h)
    (hA : ∀ x, 0 < x → x ≤ h → |A x - stepSeries p m A0 c x| ≤ ε) (j : ℕ) :
    |tableau r p A h m j - A0| ≤
      (∏ i ∈ range m, (1 + r ^ ((i + 1) * p)) / (1 - r ^ ((i + 1) * p))) * ε := by
  have hs := tableau_stable hr0 hr1 hp hh hA m j
  rwa [richardson_exact (A := stepSeries p m A0 c) hr0 hr1 hp hh
    (fun _ _ _ => rfl) le_rfl j] at hs

end

end RichardsonTableau
```

```lean
#print axioms RichardsonTableau.richardson_exact
-- 'RichardsonTableau.richardson_exact' depends on axioms: [propext, Classical.choice, Quot.sound]
#print axioms RichardsonTableau.exact_iff_last_coeff_zero
-- 'RichardsonTableau.exact_iff_last_coeff_zero' depends on axioms: [propext, Classical.choice, Quot.sound]
#print axioms RichardsonTableau.richardson_noisy
-- 'RichardsonTableau.richardson_noisy' depends on axioms: [propext, Classical.choice, Quot.sound]
```

For $p=2$, $r=1/2$ and two rounds, $K_2=\tfrac53\cdot\tfrac{17}{15}=\tfrac{17}{9}$, so the data error is at most about doubled. As $r$ approaches $1$ the factors grow without limit, and closely spaced steps give a poor guarantee. The bound concerns errors in the data; rounding inside the recursion would need an estimate of its own. Without a bound on the error of the finest sample used there is no bound on the result, because that sample enters with weight $\prod_{i=0}^{m-1} 1/(1-r^{(i+1)p})\ge1$.

In quantum dynamics, a symmetric Trotter splitting of a time-independent, finite-dimensional Hamiltonian has an error in even powers of the time step at fixed total time. For a real expectation value, `richardson_noisy` then applies with $p=2$ and $r=1/2$, provided that $h$ divides the total time and the tail beyond $m$ terms is counted in $\varepsilon$. All sampled steps then divide the total time; at steps that don't, where there is no run, $A$ can be defined by its expansion.
